# The quantum metric at a state of an orthonormal basis is the sum of the derivative's squared amplitudes on the other basis states

The quantum metric for one parameter is defined here as `‖du‖ ^ 2 - ‖⟪u, du⟫_ℂ‖ ^ 2`, where `u` is a unit state and `du` stands for its derivative. The theorem takes `u` to be a member `b n` of a finite orthonormal basis of a complex inner product space, and says that the metric equals the sum of `‖⟪b m, du⟫_ℂ‖ ^ 2` over all `m` other than `n`. The vector `du` is arbitrary: no parameter-dependent family of states appears, and no derivative is taken. The proof expands `‖du‖ ^ 2` over the whole basis by Parseval's identity, separates the term at `n` from the sum, and leaves the cancellation to `linarith`.

The first attempt, which Lean rejects:

```lean
import Mathlib

open scoped InnerProductSpace ComplexConjugate Topology

namespace QuantumMetricEqSum

noncomputable section

variable {V : Type*} [NormedAddCommGroup V] [InnerProductSpace ℂ V]
variable {ι : Type*} [Fintype ι] [DecidableEq ι]

/-- The quantum metric of a unit state `u` whose derivative along the parameter is `du`. -/
def quantumMetric (u du : V) : ℝ := ‖du‖ ^ 2 - ‖⟪u, du⟫_ℂ‖ ^ 2

/-- In an orthonormal basis containing the state, the quantum metric is the total squared
amplitude of the derivative on the other basis states. -/
theorem quantumMetric_eq_sum (b : OrthonormalBasis ι ℂ V) (n : ι) (du : V) :
    quantumMetric (b n) du = ∑ m ∈ Finset.univ.erase n, ‖⟪b m, du⟫_ℂ‖ ^ 2 := by
  have parseval : ‖du‖ ^ 2 = ∑ m, ‖⟪b m, du⟫_ℂ‖ ^ 2 := by
    rw [← b.repr.norm_map du, EuclideanSpace.norm_sq_eq]
    simp only [OrthonormalBasis.repr_apply_apply]
  have split := Finset.add_sum_erase Finset.univ (fun m => ‖⟪b m, du⟫_ℂ‖ ^ 2)
    (Finset.mem_univ n)
  simp only at split
  rw [quantumMetric, parseval]
  linarith

end

end QuantumMetricEqSum
```

The compiler's answer:

```
Main.lean:24:2: error: `simp` made no progress
```

The message "`simp` made no progress" means that `simp only at split` found nothing to change in the hypothesis `split`, which Lean treats as an error.

With no lemmas listed, that call could still do basic reductions, such as applying a written-out function to its argument. Such a step might seem necessary here, because `Finset.add_sum_erase` is given the function `fun m => ‖⟪b m, du⟫_ℂ‖ ^ 2` and its statement applies that function to `n`. But Lean had already carried out the application when it inferred the type of `split`, so the separated term already read `‖⟪b n, du⟫_ℂ‖ ^ 2`.

The repair deletes the call, leaving a blank line that has no effect. `split` then goes to `linarith` as it stands. It says that the term at `n` plus the sum over the other indices is the full sum, which is what the goal needs once `quantumMetric` is unfolded and `parseval` rewritten.

This version goes through:

```diff
@@ -22,5 +22,5 @@
   have split := Finset.add_sum_erase Finset.univ (fun m => ‖⟪b m, du⟫_ℂ‖ ^ 2)
     (Finset.mem_univ n)
-  simp only at split
+
   rw [quantumMetric, parseval]
   linarith
```
